# Neutral stability of the undamped, linear-response XL-BOMD recurrence for all responses in (−1, 1) requires exactly 0 < k ≤ 2

## Two sequences at coupling two

Take the recurrence $n_{j+2} = c\,n_{j+1} - n_j$ and start it from $n_0 = 0$, $n_1 = 1$. For $c = 0$ it gives

$$0,\ 1,\ 0,\ -1,\ 0,\ 1,\ \dots$$

which repeats for ever. For $c = -2$ it gives

$$0,\ 1,\ -2,\ 3,\ -4,\ 5,\ \dots$$

which grows without limit. In the first case the characteristic polynomial $z^2 - cz + 1$ has the two roots $\pm i$ on the unit circle. In the second the roots have met at $-1$, still on the circle, and the collision alone is enough to cause growth.

Both sequences belong to the same coupling, $k = 2$, of an extended Lagrangian integrator. They differ in how the electronic optimisation responds to an error: $g = 0$ in the first and $g = -1$ in the second. At $k = 2$ the collision sits exactly at the edge of the range $-1 < g < 1$, and a larger coupling moves it inside.

## The auxiliary variable and its response

In extended Lagrangian Born–Oppenheimer molecular dynamics (XL-BOMD), an auxiliary electronic variable is propagated alongside the nuclei. A harmonic force pulls it towards the variable returned by the electronic optimisation. Hold the nuclei fixed, so that the self-consistent value is the same at every step. Let $n_j$ be the deviation of the auxiliary variable from that value at step $j$, and suppose that the optimised variable deviates by $g\,n_j$, with a constant real response $g$. Full convergence corresponds to $g = 0$, while an optimisation that only reduces the error has $|g| < 1$.

The Verlet step is then

$$n_{j+2} = 2n_{j+1} - n_j + k\,(g\,n_{j+1} - n_{j+1}).$$

The dimensionless coupling $k = \delta t^2\omega^2$ combines the time step $\delta t$ with the frequency $\omega$ of the harmonic force. Setting $c = 2 - k(1-g)$ turns the step into $n_{j+2} = c\,n_{j+1} - n_j$, and the trial solution $n_j = z^j$ gives $z^2 - cz + 1 = 0$.

Call the recurrence neutrally stable if this polynomial has two distinct complex roots of modulus one. The deviation then oscillates, neither decaying nor growing.

## The coupling window in words

The main theorem, `xlbomd_coupling_iff`, says that for real $k$ the recurrence is neutrally stable for every $g$ with $-1 < g < 1$ if and only if $0 < k \le 2$. The more general `stable_above_iff` replaces $-1$ by any real $a < 1$, and the window becomes $0 < k \le 4/(1-a)$. A third result, `bounded_iff_neutrallyStable`, says that for given $k$ and $g$ all trajectories are bounded exactly when the root condition holds.

The Lean objects correspond to the physics as follows.

- `IsTrajectory k g n` says that the real sequence `n : ℕ → ℝ` obeys the Verlet step at every index. The two starting values are free.
- `NeutrallyStable k g` is the root condition. The coefficient is computed as a real number and then regarded as complex.
- `kick c` is the sequence started from 0 and 1, as in the opening example.
- The hypotheses `a < g` and `g < 1` make the range of responses open. This is why $k = 2$ is allowed.

The value 2 is optimal in the following sense: it is the largest coupling that tolerates the whole range of responses, and so gives the highest frequency $\omega$ at a given time step. This bears on the choice of coupling in XL-BOMD simulations, within a model of one scalar mode with constant linear response and no dissipation. Nonlinear response, a response that changes from step to step, and the motion of the nuclei are absent from the model.

The bound on a trajectory may depend on $g$ and on the starting values. At $k = 2$ every $g$ in the open range gives bounded motion, but the amplitude reached from the start 0, 1 can be made as large as one likes by taking $g$ close to $-1$.

## From the roots to an inequality

Suppose $z \ne w$ are roots of modulus one. Subtracting the two root equations gives

$$(z-w)(z+w-c) = 0,$$

so $z + w = c$. The parallelogram identity $|z+w|^2 + |z-w|^2 = 2|z|^2 + 2|w|^2 = 4$ then yields

$$c^2 = 4 - |z-w|^2 < 4.$$

Conversely, if $|c| < 2$, put $z_\pm = c/2 \pm i\sqrt{1 - c^2/4}$. These numbers are distinct because the square root is positive. Their squared modulus is $c^2/4 + 1 - c^2/4 = 1$. They are roots because $(z_\pm - c/2)^2 = -(1 - c^2/4)$, which rearranges to $z_\pm^2 - cz_\pm + 1 = 0$.

Neutral stability is therefore equivalent to $|c| < 2$, that is, to $0 < k(1-g) < 4$.

## From the inequality to the window

Let $g$ range over $a < g < 1$. If $0 < k \le 4/(1-a)$, then

$$0 < k(1-g) < k(1-a) \le 4,$$

and every such $g$ is stable.

For the converse, assume stability for all these $g$. The midpoint $g = (a+1)/2$ has $1 - g > 0$, so $k(1-g) > 0$ forces $k > 0$. If $k$ were larger than $4/(1-a)$, then $g = 1 - 4/k$ would lie between $a$ and 1. There $k(1-g) = 4$ and $c = -2$, so the roots collide at $-1$, a contradiction. Setting $a = -1$ gives $0 < k \le 2$.

## Bounded and growing trajectories

Define $Q_j = n_{j+1}^2 - c\,n_{j+1}n_j + n_j^2$. Inserting $n_{j+2} = c\,n_{j+1} - n_j$ gives

$$Q_{j+1} = n_{j+2}(n_{j+2} - c\,n_{j+1}) + n_{j+1}^2 = -(c\,n_{j+1} - n_j)\,n_j + n_{j+1}^2 = Q_j.$$

Completing the square,

$$Q_0 = Q_j = \left(n_{j+1} - \tfrac{c}{2}n_j\right)^2 + \left(1 - \tfrac{c^2}{4}\right)n_j^2.$$

For $|c| < 2$ the last bracket is positive, so $|n_j| \le \sqrt{Q_0/(1 - c^2/4)}$ at all times.

For $c \ge 2$, let $u_0 = 0$, $u_1 = 1$ and $u_{j+2} = c\,u_{j+1} - u_j$. Suppose that $u_j \ge j$ and $u_{j+1} \ge u_j + 1$. Then $u_{j+1} \ge j+1$, and

$$u_{j+2} \ge 2u_{j+1} - u_j \ge u_{j+1} + 1.$$

By induction $u_j \ge j$ for all $j$, so this trajectory is unbounded. For $c \le -2$, build $u_j$ with $-c$ in place of $c$. The sequence $(-1)^j u_j$ then obeys the original recurrence and grows with alternating sign.

## Numbers for k = 2 and k = 2.5

With $k = 2$ and $g = 1/2$ we have $c = 1$. The roots are $1/2 \pm i\sqrt3/2$, and the start 0, 1 gives the period-six sequence $0, 1, 1, 0, -1, -1, 0, \dots$ Here $Q_0 = 1$, and the bound is $\sqrt{4/3} \approx 1.155$.

With $k = 2.5$ the collision occurs at $g = 1 - 4/2.5 = -0.6$. At $g = -0.8$ we have $c = -2.5$ and $z^2 + 2.5z + 1 = (z+2)(z+0.5)$. The root $-2$ lies outside the unit circle, and the sequence $0, 1, -2.5, 5.25, \dots$ grows exponentially. If the constant response is known to lie between $a = -0.6$ and 1, however, $k = 2.5$ is exactly the largest coupling that is neutrally stable for every such value.

## The Lean file

```lean
import Mathlib

open Complex

namespace ExtendedLagrangianCoupling

noncomputable section

/-- The Verlet recurrence of extended Lagrangian dynamics with coupling `k`, for the deviation `n`
of the auxiliary variable from self-consistency, when the optimised variable responds as `g * n`. -/
def IsTrajectory (k g : ℝ) (n : ℕ → ℝ) : Prop :=
  ∀ j, n (j + 2) = 2 * n (j + 1) - n j + k * (g * n (j + 1) - n (j + 1))

/-- The polynomial `z² - (2 - k(1 - g)) z + 1` has two distinct complex roots of modulus one. -/
def NeutrallyStable (k g : ℝ) : Prop :=
  ∃ z w : ℂ, z ≠ w ∧ ‖z‖ = 1 ∧ ‖w‖ = 1 ∧
    z ^ 2 - ((2 - k * (1 - g) : ℝ) : ℂ) * z + 1 = 0 ∧
    w ^ 2 - ((2 - k * (1 - g) : ℝ) : ℂ) * w + 1 = 0

/-- The sequence that starts from `0` and `1` and follows the two-step recurrence
`u (j + 2) = c * u (j + 1) - u j`. -/
def kick (c : ℝ) : ℕ → ℝ
  | 0 => 0
  | 1 => 1
  | (j + 2) => c * kick c (j + 1) - kick c j

/-- The recurrence is neutrally stable exactly when the number `2 - k(1 - g)`, the sum of the roots
of its characteristic polynomial, is smaller than two in absolute value. -/
theorem neutrallyStable_iff (k g : ℝ) :
    NeutrallyStable k g ↔ |2 - k * (1 - g)| < 2 := by
  unfold NeutrallyStable
  generalize 2 - k * (1 - g) = c
  constructor
  · rintro ⟨z, w, hne, hz, hw, hpz, hpw⟩
    -- distinct roots add up to `c`
    have hprod : (z - w) * (z + w - (c : ℂ)) = 0 := by
      linear_combination hpz - hpw
    have hsum : z + w = (c : ℂ) :=
      sub_eq_zero.mp ((mul_eq_zero.mp hprod).resolve_left (sub_ne_zero.mpr hne))
    have hre : z.re + w.re = c := by
      simpa using congrArg Complex.re hsum
    have him : z.im + w.im = 0 := by
      simpa using congrArg Complex.im hsum
    have h1 : z.re * z.re + z.im * z.im = 1 := by
      rw [← Complex.normSq_apply, ← Complex.sq_norm, hz]; norm_num
    have h2 : w.re * w.re + w.im * w.im = 1 := by
      rw [← Complex.normSq_apply, ← Complex.sq_norm, hw]; norm_num
    have hpos : 0 < Complex.normSq (z - w) :=
      Complex.normSq_pos.mpr (sub_ne_zero.mpr hne)
    rw [Complex.normSq_apply, Complex.sub_re, Complex.sub_im] at hpos
    -- parallelogram identity: `c² = 4 - |z - w|²`
    have e : (z.re + w.re) ^ 2 + (z.im + w.im) ^ 2 = c ^ 2 := by
      rw [hre, him]; ring
    have hc : c ^ 2 < 4 := by nlinarith
    rw [abs_lt]
    constructor <;> nlinarith
  · intro hc
    rw [abs_lt] at hc
    have hd : 0 < 1 - (c / 2) ^ 2 := by nlinarith [hc.1, hc.2]
    have hs : √(1 - (c / 2) ^ 2) ^ 2 = 1 - (c / 2) ^ 2 := Real.sq_sqrt hd.le
    have hspos : 0 < √(1 - (c / 2) ^ 2) := Real.sqrt_pos.mpr hd
    have hnorm : ∀ t : ℝ, t ^ 2 = 1 - (c / 2) ^ 2 → ‖(⟨c / 2, t⟩ : ℂ)‖ = 1 := by
      intro t ht
      have h : ‖(⟨c / 2, t⟩ : ℂ)‖ ^ 2 = 1 := by
        rw [Complex.sq_norm, Complex.normSq_mk]
        linear_combination ht
      exact (pow_eq_one_iff_of_nonneg (norm_nonneg _) two_ne_zero).mp h
    have hroot : ∀ t : ℝ, t ^ 2 = 1 - (c / 2) ^ 2 →
        (⟨c / 2, t⟩ : ℂ) ^ 2 - (c : ℂ) * ⟨c / 2, t⟩ + 1 = 0 := by
      intro t ht
      apply Complex.ext
      · simp only [pow_two, Complex.add_re, Complex.sub_re, Complex.mul_re, Complex.ofReal_re,
          Complex.ofReal_im, Complex.one_re, Complex.zero_re]
        linear_combination -ht
      · simp only [pow_two, Complex.add_im, Complex.sub_im, Complex.mul_im, Complex.ofReal_re,
          Complex.ofReal_im, Complex.one_im, Complex.zero_im]
        ring
    have hs' : (-√(1 - (c / 2) ^ 2)) ^ 2 = 1 - (c / 2) ^ 2 := by rw [neg_sq, hs]
    refine ⟨⟨c / 2, √(1 - (c / 2) ^ 2)⟩, ⟨c / 2, -√(1 - (c / 2) ^ 2)⟩, ?_,
      hnorm _ hs, hnorm _ hs', hroot _ hs, hroot _ hs'⟩
    intro h
    have him := congrArg Complex.im h
    dsimp only at him
    linarith

/-- Every trajectory conserves a quadratic form in two successive values of the deviation. -/
theorem quadratic_invariant {k g : ℝ} {n : ℕ → ℝ} (hn : IsTrajectory k g n) (j : ℕ) :
    n (j + 1) ^ 2 - (2 - k * (1 - g)) * n (j + 1) * n j + n j ^ 2 =
      n 1 ^ 2 - (2 - k * (1 - g)) * n 1 * n 0 + n 0 ^ 2 := by
  induction j with
  | zero => simp
  | succ j ih =>
    have hj : n (j + 1 + 1) = 2 * n (j + 1) - n j + k * (g * n (j + 1) - n (j + 1)) := hn j
    rw [← ih, hj]
    ring

/-- For `c ≥ 2` the sequence started from `0` and `1` grows by at least one in every step. -/
theorem kick_growth {c : ℝ} (hc : 2 ≤ c) (j : ℕ) :
    (j : ℝ) ≤ kick c j ∧ kick c j + 1 ≤ kick c (j + 1) := by
  induction j with
  | zero => simp [kick]
  | succ j ih =>
    obtain ⟨h1, h2⟩ := ih
    have e : kick c (j + 1 + 1) = c * kick c (j + 1) - kick c j := rfl
    have hj : (0 : ℝ) ≤ j := Nat.cast_nonneg j
    have hp : 0 ≤ kick c (j + 1) := by linarith
    constructor
    · push_cast
      linarith
    · rw [e]
      nlinarith [mul_nonneg (sub_nonneg.mpr hc) hp]

/-- All trajectories stay bounded for all times exactly when the characteristic polynomial has two
distinct roots of modulus one. -/
theorem bounded_iff_neutrallyStable (k g : ℝ) :
    (∀ n, IsTrajectory k g n → ∃ B, ∀ j, |n j| ≤ B) ↔ NeutrallyStable k g := by
  rw [neutrallyStable_iff]
  constructor
  · intro h
    by_contra hc
    rw [not_lt, le_abs] at hc
    rcases hc with hc | hc
    · -- monotone growth
      obtain ⟨B, hB⟩ := h (kick (2 - k * (1 - g))) (by
        intro j
        have e : kick (2 - k * (1 - g)) (j + 2) = (2 - k * (1 - g)) *
          kick (2 - k * (1 - g)) (j + 1) - kick (2 - k * (1 - g)) j := rfl
        linear_combination e)
      obtain ⟨j, hj⟩ := exists_nat_gt B
      linarith [hB j, (kick_growth hc j).1, le_abs_self (kick (2 - k * (1 - g)) j)]
    · -- growth with alternating sign
      obtain ⟨B, hB⟩ := h (fun j => (-1) ^ j * kick (-(2 - k * (1 - g))) j) (by
        intro j
        have e : kick (-(2 - k * (1 - g))) (j + 2) = -(2 - k * (1 - g)) *
          kick (-(2 - k * (1 - g))) (j + 1) - kick (-(2 - k * (1 - g))) j := rfl
        simp only [e]
        ring)
      obtain ⟨j, hj⟩ := exists_nat_gt B
      have hb : |(-1) ^ j * kick (-(2 - k * (1 - g))) j| ≤ B := hB j
      rw [abs_mul, abs_pow, abs_neg, abs_one, one_pow, one_mul] at hb
      linarith [(kick_growth hc j).1, le_abs_self (kick (-(2 - k * (1 - g))) j)]
  · intro hc n hn
    rw [abs_lt] at hc
    have hd : 0 < 1 - ((2 - k * (1 - g)) / 2) ^ 2 := by
      nlinarith [mul_pos (sub_pos.mpr hc.1) (sub_pos.mpr hc.2)]
    -- the conserved form is positive definite and bounds each value
    refine ⟨√((n 1 ^ 2 - (2 - k * (1 - g)) * n 1 * n 0 + n 0 ^ 2) /
      (1 - ((2 - k * (1 - g)) / 2) ^ 2)), fun j => Real.abs_le_sqrt ?_⟩
    rw [le_div_iff₀ hd, ← quadratic_invariant hn j]
    linarith [sq_nonneg (n (j + 1) - (2 - k * (1 - g)) / 2 * n j)]

/-- If the response can take any value between `a < 1` and `1`, the recurrence is neutrally stable
for all of them exactly when `0 < k ≤ 4 / (1 - a)`. -/
theorem stable_above_iff {a : ℝ} (ha : a < 1) (k : ℝ) :
    (∀ g, a < g → g < 1 → NeutrallyStable k g) ↔ 0 < k ∧ k ≤ 4 / (1 - a) := by
  have ha' : 0 < 1 - a := sub_pos.mpr ha
  rw [le_div_iff₀ ha']
  constructor
  · intro h
    have hk : 0 < k := by
      have hm := h ((a + 1) / 2) (by linarith) (by linarith)
      rw [neutrallyStable_iff, abs_lt] at hm
      by_contra hn
      nlinarith [hm.2, mul_nonneg (sub_nonneg.mpr (not_lt.mp hn)) ha'.le]
    refine ⟨hk, ?_⟩
    by_contra hn
    have hn' : 4 < k * (1 - a) := not_le.mp hn
    have hlt : 4 / k < 1 - a := by
      rw [div_lt_iff₀ hk]
      linarith
    have hp : 0 < 4 / k := by positivity
    -- at this response the two roots collide at `-1`
    have hm := h (1 - 4 / k) (by linarith) (by linarith)
    have e : k * (1 - (1 - 4 / k)) = 4 := by
      rw [sub_sub_cancel]
      field_simp
    rw [neutrallyStable_iff, abs_lt, e] at hm
    linarith [hm.1]
  · rintro ⟨hk, hk2⟩ g h1 h2
    rw [neutrallyStable_iff, abs_lt]
    constructor <;>
      nlinarith [mul_pos hk (sub_pos.mpr h1), mul_pos hk (sub_pos.mpr h2)]

/-- The characteristic polynomial has two distinct roots of modulus one for every response `g`
between `-1` and `1` exactly when the coupling satisfies `0 < k ≤ 2`. -/
theorem xlbomd_coupling_iff (k : ℝ) :
    (∀ g, -1 < g → g < 1 → NeutrallyStable k g) ↔ 0 < k ∧ k ≤ 2 := by
  have h := stable_above_iff (a := -1) (by norm_num) k
  rw [show (4 : ℝ) / (1 - -1) = 2 by norm_num] at h
  exact h

end

end ExtendedLagrangianCoupling
```

```lean
#print axioms ExtendedLagrangianCoupling.bounded_iff_neutrallyStable
#print axioms ExtendedLagrangianCoupling.stable_above_iff
#print axioms ExtendedLagrangianCoupling.xlbomd_coupling_iff
```

```
'ExtendedLagrangianCoupling.bounded_iff_neutrallyStable' depends on axioms: [propext, Classical.choice, Quot.sound]
'ExtendedLagrangianCoupling.stable_above_iff' depends on axioms: [propext, Classical.choice, Quot.sound]
'ExtendedLagrangianCoupling.xlbomd_coupling_iff' depends on axioms: [propext, Classical.choice, Quot.sound]
```

## How the lemmas fit together

`neutrallyStable_iff` replaces the complex root condition by $|c| < 2$. Its forward half splits $z + w = c$ into real and imaginary parts and writes the two moduli and $|z-w|^2 > 0$ in coordinates. The parallelogram step is then real arithmetic, which `nlinarith` completes. The backward half supplies the explicit roots. Its auxiliary statements `hnorm` and `hroot` hold for any real $t$ with $t^2 = 1 - (c/2)^2$, so each serves both signs of the square root.

`quadratic_invariant` proves the conservation law by induction on the step, and `kick_growth` carries its two inequalities through one induction, as above. In `bounded_iff_neutrallyStable`, the failure of $|c| < 2$ is split into $2 \le c$ and $2 \le -c$. Each case feeds its growing trajectory to the boundedness assumption and picks a step number $j$ larger than the supposed bound $B$. The other direction uses the completed square.

`stable_above_iff` follows the window argument, with the midpoint and the colliding response $1 - 4/k$ as its two test values. It needs only `neutrallyStable_iff`, not the boundedness results. `xlbomd_coupling_iff` is the case $a = -1$.

## A closer look at `linear_combination`

The passage from two root equations to the sum of the roots is the line `linear_combination hpz - hpw`. The tactic takes a proposed combination of known equations and checks that it accounts for the goal. Here the check is the polynomial identity

$$(z-w)(z+w-c) = (z^2 - cz + 1) - (w^2 - cw + 1),$$

which holds in any commutative ring and so needs nothing special to complex numbers. The author supplies the idea, "subtract the equations", and the tactic verifies the algebra.

The same device confirms that the explicit roots satisfy the real part of the polynomial equation, through `linear_combination -ht`, and that `kick` obeys the Verlet step when $c \ge 2$. In this file it is used for equations only. That $z - w$ may be cancelled comes from the hypothesis that the roots are distinct, and the strict inequality $c^2 < 4$ rests on the same hypothesis.
